# Extrapolating an L^(-p) error from neighbouring cutoffs with exponent q leaves a fraction that tends to 1 − p/q

## Inverse-square and inverse-linear errors

Suppose that a correlation energy is computed with partial waves up to angular momentum L, and that its error is A/L² with A ≠ 0. The exponents in this section are chosen for simple arithmetic; the usual ones for electron pairs, 3 and 5, appear at the end. We extrapolate from the cutoffs L − 1 and L, with L ≥ 2, but assume that the error falls as 1/L. The formula that would remove a 1/L error is L E(L) − (L − 1) E(L − 1), and the error it leaves here is

A/L − A/(L − 1) = −A/(L(L − 1)).

Divided by the raw error A/L², this is −L/(L − 1), which tends to −1. The extrapolation overshoots, and for large L the new error is about as large as the old one, with the opposite sign.

Now exchange the roles: the error is A/L and the assumed law is 1/L². The extrapolated error is

(L² · A/L − (L − 1)² · A/(L − 1)) / (L² − (L − 1)²) = A/(2L − 1).

The remaining fraction L/(2L − 1) tends to 1/2, so half of the error survives. Both limits have the form 1 − p/q, where p is the true exponent and q the assumed one.

## The remaining fraction for general exponents

Write n for the smaller cutoff, so that L = n + 1, and let E0 be the limit of the energies and e(n) = E(n) − E0 the error. For q > 0 and n ≥ 1, fit X + B n^(-q) to the energies at n and n + 1. Multiplying the two equations by n^q and (n + 1)^q and subtracting eliminates B:

X = ((n + 1)^q E(n + 1) − n^q E(n)) / ((n + 1)^q − n^q).

The two coefficients add up to one, so X − E0 is given by the same formula with e in place of E. Set

g = (1 + 1/n)^q and r = e(n)/e(n + 1).

Dividing X − E0 by e(n + 1) and cancelling n^q gives the remaining fraction

R(n) = (g − r)/(g − 1) = 1 − n(r − 1)/(n(g − 1)).

Both g and r approach 1 for a power law, so the limit depends on how fast they do so. The derivative of x^q at x = 1 is q, hence n(g − 1) → q. For an error A(n + a)^(-p), with a fixed shift a, the ratio is r = (1 + 1/(n + a))^p, and

n(r − 1) = (n/(n + a)) · (n + a)(r − 1) → 1 · p = p.

Therefore R(n) → 1 − p/q. For p > 0, too large an assumed exponent (q > p) leaves a limiting fraction between 0 and 1, which is an undercorrection. Too small an exponent (q < p) gives a negative limit, which is an overshoot.

The direction of the ratio r matters. If e(n + 1)/e(n) is used by mistake, the scaled increment tends to −p and the result becomes 1 + p/q. The case p = q exposes the error, because it would then give 2 instead of 0.

## Energies, cutoffs and the two-point formula

In Lean the energies are a function `E : ℕ → ℝ` of the cutoff, and the exponents are real numbers.

```lean
import Mathlib

open Filter Topology

namespace PartialWaveExtrapolation

noncomputable section
```

The first definition is the formula for X. Its argument `n` is the smaller of the two cutoffs.

```lean
/-- The two-point extrapolation from the energies at `n` and `n + 1` with assumed
exponent `q`; its domain is `q ≠ 0`, `n ≥ 1`. -/
def extrapolated (q : ℝ) (E : ℕ → ℝ) (n : ℕ) : ℝ :=
  (((n : ℝ) + 1) ^ q * E (n + 1) - (n : ℝ) ^ q * E n) / (((n : ℝ) + 1) ^ q - (n : ℝ) ^ q)
```

The remaining fraction R(n) takes the raw error at the larger cutoff as its reference.

```lean
/-- The error left after extrapolation, divided by the raw error at the larger cutoff `n + 1`;
its domain is `q ≠ 0`, `n ≥ 1`, `E (n + 1) ≠ E0`. -/
def remainingFraction (q : ℝ) (E : ℕ → ℝ) (E0 : ℝ) (n : ℕ) : ℝ :=
  (extrapolated q E n - E0) / (E (n + 1) - E0)
```

The model error has amplitude `A`, which depends on the system and state, and a shift `a`. The choice a = 0 is the plain law L^(-p), and a = 1 is the form (L + 1)^(-p) common for partial-wave truncation. `E0` is the limit of these energies when p > 0. The extrapolation formula itself always uses unshifted cutoffs.

```lean
/-- Energies that differ from `E0` by the error `A (n + a)^(-p)`, where `a` shifts the cutoff; the
domain is `n + a > 0`. -/
def powerLaw (E0 A p a : ℝ) (n : ℕ) : ℝ := E0 + A * ((n : ℝ) + a) ^ (-p)
```

The next theorem confirms that `extrapolated` solves the fit: if both energies lie on X + B n^(-q), the formula returns X. The proof inserts the two energies, and `linear_combination` removes B with the identities n^q · n^(-q) = 1 and its analogue at n + 1.

```lean
/-- If `X + B n^(-q)` fits the energies at `n` and `n + 1`, with `n ≥ 1` and `q > 0`, then
the two-point formula returns `X`. -/
theorem extrapolated_eq_of_fit {q X B : ℝ} (hq : 0 < q) {E : ℕ → ℝ} {n : ℕ} (hn : 0 < n)
    (h0 : E n = X + B * (n : ℝ) ^ (-q)) (h1 : E (n + 1) = X + B * ((n : ℝ) + 1) ^ (-q)) :
    extrapolated q E n = X := by
  have hx : (0 : ℝ) < n := Nat.cast_pos.2 hn
  have hx1 : (0 : ℝ) < (n : ℝ) + 1 := by linarith
  have hlt : (n : ℝ) ^ q < ((n : ℝ) + 1) ^ q := Real.rpow_lt_rpow hx.le (by linarith) hq
  have hu := mul_inv_cancel₀ (Real.rpow_pos_of_pos hx q).ne'
  have hv := mul_inv_cancel₀ (Real.rpow_pos_of_pos hx1 q).ne'
  unfold extrapolated
  rw [h0, h1, Real.rpow_neg hx.le, Real.rpow_neg hx1.le, div_eq_iff (sub_pos.2 hlt).ne']
  linear_combination B * hv - B * hu
```

## Increments of a power between neighbouring cutoffs

A step from x to x + 1 multiplies x^q by (1 + 1/x)^q. This supplies both g and r.

```lean
/-- Raising a positive cutoff `x` by one multiplies its power `x^q` by `(1 + 1/x)^q`. -/
theorem rpow_step {x : ℝ} (hx : 0 < x) (q : ℝ) :
    (x + 1) ^ q = x ^ q * (1 + 1 / x) ^ q := by
  have h : 0 ≤ 1 + 1 / x := by positivity
  have hb : x * (1 + 1 / x) = x + 1 := by rw [mul_add, mul_one, mul_one_div_cancel hx.ne']
  rw [← Real.mul_rpow hx.le h, hb]
```

The lemma `tendsto_increment` contains the calculus. It takes the derivative of x^p at 1 as a limit of difference quotients and evaluates these along the steps 1/(n + a), which tend to zero without being zero once n + a > 0. The factor 1 − a/(n + a) = n/(n + a) then changes the prefactor from n + a to n. A negative shift spoils only finitely many cutoffs, so `a` may be any real number.

```lean
/-- The relative change of a `p`-th power between neighbouring cutoffs, multiplied by `n`,
tends to `p`, for every real shift `a`. -/
theorem tendsto_increment (p a : ℝ) :
    Tendsto (fun n : ℕ => (n : ℝ) * ((1 + 1 / ((n : ℝ) + a)) ^ p - 1)) atTop (𝓝 p) := by
  have hn : Tendsto (fun n : ℕ => (n : ℝ) + a) atTop atTop :=
    tendsto_atTop_add_const_right _ a tendsto_natCast_atTop_atTop
  have h0 : Tendsto (fun n : ℕ => ((n : ℝ) + a)⁻¹) atTop (𝓝 0) :=
    tendsto_inv_atTop_zero.comp hn
  have ht : Tendsto (fun n : ℕ => ((n : ℝ) + a)⁻¹) atTop (𝓝[≠] 0) := by
    refine tendsto_nhdsWithin_iff.2 ⟨h0, ?_⟩
    filter_upwards [hn.eventually_gt_atTop 0] with n h
    exact inv_ne_zero (ne_of_gt h)
  -- the derivative of `x ^ p` at `x = 1` is `p`
  have hd : HasDerivAt (fun x : ℝ => x ^ p) p 1 := by
    have h := Real.hasDerivAt_rpow_const (x := 1) (p := p) (Or.inl one_ne_zero)
    rwa [Real.one_rpow, mul_one] at h
  have h1 := (hasDerivAt_iff_tendsto_slope_zero.1 hd).comp ht
  have h2 := (h0.const_mul a).const_sub 1
  have h3 := h2.mul h1
  rw [mul_zero, sub_zero, one_mul] at h3
  refine h3.congr' ?_
  filter_upwards [hn.eventually_gt_atTop 0] with n h
  have hc := inv_mul_cancel₀ (ne_of_gt h)
  simp only [Function.comp_apply, smul_eq_mul, Real.one_rpow, inv_inv, one_div]
  linear_combination (-a * ((1 + ((n : ℝ) + a)⁻¹) ^ p - 1)) * hc
```

## A limit for the fraction and a limit for the local exponent

The identity for R(n) holds at each n ≥ 1 where the raw error at n + 1 is nonzero. The proof replaces (n + 1)^q by n^q g, cancels n^q, and leaves the remaining algebra to `field_simp` and `ring`.

```lean
/-- For `q > 0`, `n ≥ 1` and nonzero raw error at `n + 1`, the remaining fraction is one minus
`n (e(n)/e(n + 1) - 1)` over `n ((1 + 1/n)^q - 1)`, where `e(n) = E n - E0`. -/
theorem remainingFraction_eq {q E0 : ℝ} (hq : 0 < q) {E : ℕ → ℝ} {n : ℕ} (hn : 0 < n)
    (he : E (n + 1) ≠ E0) :
    remainingFraction q E E0 n = 1 - (n : ℝ) * ((E n - E0) / (E (n + 1) - E0) - 1) /
      ((n : ℝ) * ((1 + 1 / (n : ℝ)) ^ q - 1)) := by
  have hx : (0 : ℝ) < n := Nat.cast_pos.2 hn
  have hu := (Real.rpow_pos_of_pos hx q).ne'
  have hi : 0 < 1 / (n : ℝ) := by positivity
  have hg : (1 + 1 / (n : ℝ)) ^ q - 1 ≠ 0 :=
    (sub_pos.2 (Real.one_lt_rpow (by linarith) hq)).ne'
  have he' := sub_ne_zero.2 he
  unfold remainingFraction extrapolated
  rw [rpow_step hx, mul_div_mul_left _ _ hx.ne']
  generalize (1 + 1 / (n : ℝ)) ^ q = g at *
  generalize (n : ℝ) ^ q = u at *
  -- the common factor `n ^ q` cancels
  rw [show u * g * E (n + 1) - u * E n = u * (g * E (n + 1) - E n) by ring,
    show u * g - u = u * (g - 1) by ring, mul_div_mul_left _ _ hu]
  field_simp
  ring
```

Call n(e(n)/e(n + 1) − 1) the local exponent of the error. The following theorem assumes no power law, only q > 0 and errors that are nonzero from some cutoff on. Under these conditions R(n) tends to 1 − p/q exactly when the local exponent tends to p.

In the forward direction, 1 − R(n) is multiplied by n(g − 1), and the limit is (p/q) · q = p. In the reverse direction, the local exponent is divided by n(g − 1), whose limit q is nonzero. In both, `congr'` exchanges expressions that agree for all sufficiently large n.

```lean
/-- For `q > 0` and errors that are eventually nonzero, the remaining fraction tends to
`1 - p/q` exactly when the local exponent of the error tends to `p`. -/
theorem tendsto_remainingFraction_iff {q E0 : ℝ} (p : ℝ) (hq : 0 < q) {E : ℕ → ℝ}
    (hE : ∀ᶠ n in atTop, E n ≠ E0) :
    Tendsto (remainingFraction q E E0) atTop (𝓝 (1 - p / q)) ↔
      Tendsto (fun n : ℕ => (n : ℝ) * ((E n - E0) / (E (n + 1) - E0) - 1)) atTop (𝓝 p) := by
  have hG := tendsto_increment q 0
  simp only [add_zero] at hG
  have hE1 := (tendsto_add_atTop_nat 1).eventually hE
  constructor
  · intro h
    have h1 := (h.const_sub 1).mul hG
    rw [sub_sub_cancel, div_mul_cancel₀ _ hq.ne'] at h1
    refine h1.congr' ?_
    filter_upwards [hE1, eventually_gt_atTop 0, hG.eventually_ne hq.ne'] with n he hn hg
    rw [remainingFraction_eq hq hn he, sub_sub_cancel, div_mul_cancel₀ _ hg]
  · intro h
    refine ((h.div hG hq.ne').const_sub 1).congr' ?_
    filter_upwards [hE1, eventually_gt_atTop 0] with n he hn
    exact (remainingFraction_eq hq hn he).symm
```

## Power-law errors

A nonzero amplitude keeps the error nonzero wherever n + a > 0, as the equivalence requires.

```lean
/-- A power-law energy with nonzero amplitude differs from `E0` wherever `n + a > 0`. -/
theorem powerLaw_ne {E0 A p a : ℝ} (hA : A ≠ 0) {n : ℕ} (h : 0 < (n : ℝ) + a) :
    powerLaw E0 A p a n ≠ E0 := by
  have h1 := mul_ne_zero hA (Real.rpow_pos_of_pos h (-p)).ne'
  intro h2
  unfold powerLaw at h2
  exact h1 (by linarith)
```

The main theorem then needs only the local exponent of the power law. The inner statement `hr` computes the ratio of neighbouring errors as (1 + 1/(n + a))^p, and `tendsto_increment` gives the limit. The theorem holds for every real p, although only p > 0 describes a convergent expansion with a decaying error.

```lean
/-- For an error `A (n + a)^(-p)` with `A ≠ 0`, extrapolation with assumed exponent
`q > 0` leaves a fraction of the raw error that tends to `1 - p/q`. -/
theorem tendsto_remainingFraction_powerLaw {E0 A p q a : ℝ} (hA : A ≠ 0) (hq : 0 < q) :
    Tendsto (remainingFraction q (powerLaw E0 A p a) E0) atTop (𝓝 (1 - p / q)) := by
  have hn : Tendsto (fun n : ℕ => (n : ℝ) + a) atTop atTop :=
    tendsto_atTop_add_const_right _ a tendsto_natCast_atTop_atTop
  refine (tendsto_remainingFraction_iff p hq ?_).2 ((tendsto_increment p a).congr' ?_)
  · filter_upwards [hn.eventually_gt_atTop 0] with n hx
    exact powerLaw_ne hA hx
  · filter_upwards [hn.eventually_gt_atTop 0] with n hx
    have hu := (Real.rpow_pos_of_pos hx p).ne'
    have hg : (1 + 1 / ((n : ℝ) + a)) ^ p ≠ 0 :=
      (Real.rpow_pos_of_pos (add_pos one_pos (one_div_pos.2 hx)) p).ne'
    -- the ratio of neighbouring errors is `(1 + 1 / (n + a)) ^ p`
    have hr : (powerLaw E0 A p a n - E0) / (powerLaw E0 A p a (n + 1) - E0)
        = (1 + 1 / ((n : ℝ) + a)) ^ p := by
      unfold powerLaw
      rw [add_sub_cancel_left, add_sub_cancel_left, mul_div_mul_left _ _ hA,
        show ((n + 1 : ℕ) : ℝ) + a = ((n : ℝ) + a) + 1 by push_cast; ring,
        Real.rpow_neg hx.le, Real.rpow_neg (by linarith), rpow_step hx]
      generalize (1 + 1 / ((n : ℝ) + a)) ^ p = g at *
      generalize ((n : ℝ) + a) ^ p = u at *
      field_simp
    rw [hr]
```

The theorem assumes a single-power error and describes the limit of large cutoffs. Real energies also carry higher inverse powers and errors from incomplete radial functions, and they are available at a few small cutoffs. In the opening example the fraction at L = 2 is −2, twice its limit.

## When extrapolation reduces the error

For large n, the extrapolated energy has a smaller absolute error than the raw energy at n + 1 if |1 − p/q| < 1, which for positive exponents means p < 2q, and a larger one if p > 2q. The proof passes from the limit of |R(n)| to an inequality for large n and then clears the positive denominator |e(n + 1)|. At p = 2q the limiting modulus is 1 and the theorem makes no statement.

```lean
/-- For an error `A (n + a)^(-p)` with `A ≠ 0` and `p, q > 0`, extrapolation eventually
reduces the absolute error if `p < 2q` and eventually enlarges it if `p > 2q`. -/
theorem extrapolation_gain {E0 A p q a : ℝ} (hA : A ≠ 0) (hp : 0 < p) (hq : 0 < q) :
    (p < 2 * q → ∀ᶠ n in atTop, |extrapolated q (powerLaw E0 A p a) n - E0| <
      |powerLaw E0 A p a (n + 1) - E0|) ∧
    (2 * q < p → ∀ᶠ n in atTop, |powerLaw E0 A p a (n + 1) - E0| <
      |extrapolated q (powerLaw E0 A p a) n - E0|) := by
  have hl := (tendsto_remainingFraction_powerLaw (E0 := E0) (p := p) (a := a) hA hq).abs
  have hs : Tendsto (fun n : ℕ => (n : ℝ) + a) atTop atTop :=
    tendsto_atTop_add_const_right _ a tendsto_natCast_atTop_atTop
  have hne : ∀ᶠ n : ℕ in atTop, 0 < |powerLaw E0 A p a (n + 1) - E0| := by
    filter_upwards [(tendsto_add_atTop_nat 1).eventually (hs.eventually_gt_atTop 0)] with n h
    exact abs_pos.2 (sub_ne_zero.2 (powerLaw_ne hA h))
  constructor
  · intro h
    have h1 : p / q < 2 := (div_lt_iff₀ hq).2 h
    have h2 : 0 < p / q := div_pos hp hq
    have h3 : |1 - p / q| < 1 := abs_lt.2 ⟨by linarith, by linarith⟩
    filter_upwards [hl.eventually_lt_const h3, hne] with n hn he
    rwa [remainingFraction, abs_div, div_lt_one he] at hn
  · intro h
    have h1 : 2 < p / q := (lt_div_iff₀ hq).2 h
    have h3 : 1 < |1 - p / q| := lt_abs.2 (Or.inr (by linarith))
    filter_upwards [hl.eventually_const_lt h3, hne] with n hn he
    rwa [remainingFraction, abs_div, one_lt_div he] at hn
```

For electronic structure, the case p = 5, q = 3 is of interest. These are the usual leading exponents of the partial-wave error for triplet and singlet electron pairs. If the triplet error is idealised as a pure inverse fifth power, the inverse-cube formula reverses its sign and leaves about two thirds of its size at large cutoff. The theorem follows by inserting the numbers, with a = 1.

```lean
/-- The inverse-cube formula applied to an error `A (n + 1)^(-5)` with `A ≠ 0` leaves a fraction
of the raw error that tends to `-2/3`. -/
theorem cubic_formula_on_fifth_power {E0 A : ℝ} (hA : A ≠ 0) :
    Tendsto (remainingFraction 3 (powerLaw E0 A 5 1) E0) atTop (𝓝 (-2 / 3)) := by
  have h := tendsto_remainingFraction_powerLaw (E0 := E0) (p := 5) (q := 3) (a := 1) hA
    (by norm_num)
  rwa [show (1 : ℝ) - 5 / 3 = -2 / 3 by norm_num] at h

end

end PartialWaveExtrapolation
```

```lean
#print axioms PartialWaveExtrapolation.extrapolated_eq_of_fit
#print axioms PartialWaveExtrapolation.tendsto_remainingFraction_powerLaw
#print axioms PartialWaveExtrapolation.extrapolation_gain
#print axioms PartialWaveExtrapolation.cubic_formula_on_fifth_power
```

```
'PartialWaveExtrapolation.extrapolated_eq_of_fit' depends on axioms: [propext, Classical.choice, Quot.sound]
'PartialWaveExtrapolation.tendsto_remainingFraction_powerLaw' depends on axioms: [propext, Classical.choice, Quot.sound]
'PartialWaveExtrapolation.extrapolation_gain' depends on axioms: [propext, Classical.choice, Quot.sound]
'PartialWaveExtrapolation.cubic_formula_on_fifth_power' depends on axioms: [propext, Classical.choice, Quot.sound]
```
